# The Pulay determinant is minus the Gram determinant of error differences

DIIS combines stored error vectors with coefficients that sum to one so that the combined error is as short as possible, and we model the matrix of the resulting linear system with one row per error and a separate row for the constraint. Let e_0, …, e_m be vectors in a real inner product space, with Gram matrix B_ij = ⟨e_i, e_j⟩. The Pulay matrix is

P = [[B, 1], [1ᵀ, 0]].

Some texts put −1 in the border. This flips the sign of one row and one column, so the determinant is the same.

Choose a reference index k, and let G be the m by m Gram matrix of the differences e_i − e_k with i ≠ k. Then

det P = −det G.

In a self-consistent-field calculation with a finite history of real error vectors, the determinant thus depends only on how the errors differ from one another. A program that works in floating-point arithmetic has rounded inner products in B, and for these the identity need not hold exactly.

## Eliminating the reference error and the constraint

Move row k and the constraint row to the end, and do the same with the columns. The determinant does not change. The lower right corner is now

K = [[B_kk, 1], [1, 0]], det K = −1, K⁻¹ = [[0, 1], [1, −B_kk]].

For i, j ≠ k, the row to the left of K⁻¹ in the Schur complement is (B_ik, 1) and the column to its right is (B_kj, 1)ᵀ. Since

(B_ik, 1) K⁻¹ = (1, B_ik − B_kk),

the Schur complement has entries

S_ij = B_ij − (B_kj + B_ik − B_kk) = B_ij − B_ik − B_kj + B_kk.

Hence det P = det K · det S = −det S. Expanding the inner product of two differences gives

⟨e_i − e_k, e_j − e_k⟩ = B_ij − B_ik − B_kj + B_kk,

so S = G. For a single error, m = 0, G is empty with determinant 1, and det P = −1.

## The length of the extrapolated error

Let r = Σ c_j e_j with Σ c_j = 1, and suppose that ⟨e_i, r⟩ = μ for every i. These are the Pulay equations, B c = μ1. Multiplying the i-th one by c_i and summing gives ‖r‖² = μ. Moreover,

P [[I, c], [0, −μ]] = [[B, Bc − μ1], [1ᵀ, Σ c_j]] = [[B, 0], [1ᵀ, 1]].

Taking determinants gives (−det G)(−μ) = det B, that is,

‖r‖² det G = det B.

## The bordered matrix and its reordering in Lean

```lean
import Mathlib

open Matrix

namespace PulayBorderedDeterminant
```

The index type `n ⊕ Unit` holds the errors and the one constraint. The entries may lie in any commutative ring.

```lean
/-- The bordered Pulay matrix `[[B, 1], [1ᵀ, 0]]`: the matrix `B` with a row and a column of ones
for the constraint that the coefficients sum to one. -/
def pulayMatrix {n R : Type*} [CommRing R] (B : Matrix n n R) :
    Matrix (n ⊕ Unit) (n ⊕ Unit) R :=
  fromBlocks B (of fun _ _ => 1) (of fun _ _ => 1) 0
```

The function `k.succAbove` lists the indices other than `k` in order. For `k = 0`, Lean's row `i` of G therefore belongs to e_(i+1) − e_0.

```lean
/-- The ordering of the rows of the Pulay matrix in which the reference error `k` and the
constraint row come last. -/
def reorder {m : ℕ} (k : Fin (m + 1)) : Fin m ⊕ Fin 2 → Fin (m + 1) ⊕ Unit :=
  Sum.elim (fun i => Sum.inl (k.succAbove i)) ![Sum.inl k, Sum.inr ()]
```

Injectivity is checked case by case, and the two index sets have equal size, so the reordering is a bijection.

```lean
/-- The reordering lists every row of the Pulay matrix exactly once. -/
theorem reorder_bijective {m : ℕ} (k : Fin (m + 1)) : Function.Bijective (reorder k) := by
  refine (Fintype.bijective_iff_injective_and_card _).2 ⟨?_, by simp⟩
  rintro (i | i) (j | j) h
  · simpa [reorder] using h
  · fin_cases j <;> simp [reorder, Fin.succAbove_ne] at h
  · fin_cases i <;> simp [reorder, Fin.ne_succAbove] at h
  · fin_cases i <;> fin_cases j <;> simp [reorder] at h ⊢
```

## The identity for any square matrix

No inner product is needed yet, and B need not be symmetric. In the proof, `hM` is the reordered block form, `hinv` and `hdet` record K⁻¹ and det K, and `det_fromBlocks₂₂` is the Schur complement formula. The final `ring` compares the entries with S_ij.

```lean
/-- For any square matrix `B` over a commutative ring, the bordered determinant is minus the
determinant of the doubly differenced matrix `B i j - B i k - B k j + B k k`, with `i` and `j`
running over the indices other than `k`. -/
theorem det_pulayMatrix {R : Type*} [CommRing R] {m : ℕ}
    (B : Matrix (Fin (m + 1)) (Fin (m + 1)) R) (k : Fin (m + 1)) :
    (pulayMatrix B).det = -(of fun i j : Fin m =>
      B (k.succAbove i) (k.succAbove j) - B (k.succAbove i) k
        - B k (k.succAbove j) + B k k).det := by
  -- the corner formed by the reference error and the constraint has an explicit inverse
  let : Invertible (!![B k k, 1; 1, 0] : Matrix (Fin 2) (Fin 2) R) :=
    ⟨!![0, 1; 1, -B k k], by simp [Matrix.one_fin_two], by simp [Matrix.one_fin_two]⟩
  have hinv : ⅟(!![B k k, 1; 1, 0] : Matrix (Fin 2) (Fin 2) R) = !![0, 1; 1, -B k k] := rfl
  have hM : (pulayMatrix B).submatrix (Equiv.ofBijective _ (reorder_bijective k))
      (Equiv.ofBijective _ (reorder_bijective k)) =
      fromBlocks (of fun i j : Fin m => B (k.succAbove i) (k.succAbove j))
        (of fun i : Fin m => ![B (k.succAbove i) k, 1])
        (of ![fun j : Fin m => B k (k.succAbove j), fun _ => 1])
        !![B k k, 1; 1, 0] := by
    ext (i | i) (j | j)
    · rfl
    · fin_cases j <;> rfl
    · fin_cases i <;> rfl
    · fin_cases i <;> fin_cases j <;> rfl
  have hdet : (!![B k k, 1; 1, 0] : Matrix (Fin 2) (Fin 2) R).det = -1 := by
    simp [Matrix.det_fin_two]
  -- the Schur complement of that corner is the doubly differenced matrix
  rw [← det_submatrix_equiv_self (Equiv.ofBijective _ (reorder_bijective k)), hM,
    det_fromBlocks₂₂, hdet, hinv, neg_one_mul]
  congr 2
  ext i j
  simp [Matrix.mul_apply, Fin.sum_univ_two]
  ring
```

## Error vectors

Now B is `gram ℝ e`, and the space `E` may have any dimension. The proof expands the inner products of the differences, as above.

```lean
variable {E : Type*} [NormedAddCommGroup E] [InnerProductSpace ℝ E] {m : ℕ}

/-- The determinant of the Pulay matrix of the errors `e 0, ..., e m` is minus the Gram
determinant of the `m` differences from any chosen reference error `e k`. -/
theorem det_pulayMatrix_gram (e : Fin (m + 1) → E) (k : Fin (m + 1)) :
    (pulayMatrix (gram ℝ e)).det =
      -(gram ℝ fun i : Fin m => e (k.succAbove i) - e k).det := by
  rw [det_pulayMatrix _ k]
  congr 2
  ext i j
  simp only [of_apply, gram_apply, inner_sub_left, inner_sub_right]
  ring
```

A Gram matrix is positive semidefinite, so det G ≥ 0 and the Pulay determinant is at most zero.

```lean
/-- The determinant of the Pulay matrix of error vectors is never positive. -/
theorem det_pulayMatrix_gram_nonpos (e : Fin (m + 1) → E) :
    (pulayMatrix (gram ℝ e)).det ≤ 0 := by
  have h : (gram ℝ fun i : Fin m => e ((0 : Fin (m + 1)).succAbove i) - e 0).PosSemidef := by
    apply Matrix.posSemidef_gram
  rw [det_pulayMatrix_gram e 0]
  linarith [h.det_nonneg]
```

A common shift `v` cancels in every difference.

```lean
/-- Adding one and the same vector to all errors leaves the determinant of the Pulay matrix
unchanged. -/
theorem det_pulayMatrix_gram_shift (e : Fin (m + 1) → E) (v : E) :
    (pulayMatrix (gram ℝ fun i => e i + v)).det = (pulayMatrix (gram ℝ e)).det := by
  rw [det_pulayMatrix_gram _ 0, det_pulayMatrix_gram e 0]
  simp only [add_sub_add_right_eq_sub]
```

With two errors, G is the single number ‖e_1 − e_0‖².

```lean
/-- For two errors the determinant of the Pulay matrix is minus the squared distance between
them. -/
theorem det_pulayMatrix_gram_two (e : Fin 2 → E) :
    (pulayMatrix (gram ℝ e)).det = -‖e 1 - e 0‖ ^ 2 := by
  rw [det_pulayMatrix_gram e 0, det_fin_one, gram_apply, real_inner_self_eq_norm_sq]
  rfl
```

The last theorem takes a solution of the Pulay equations as given: `hc` is the constraint, and `hμ` says that r has the same inner product with every error. It does not prove that a solution exists, and it does not require the errors to be linearly independent. In the proof, `hnorm` is ‖r‖² = μ, `hrow` is B c = μ1, and `hprod` is the block product, whose determinants give the result.

```lean
/-- Let the coefficients `c` sum to one and let the extrapolated error `∑ j, c j • e j` have the
same inner product `μ` with every `e i` (the Pulay equations). Then its squared norm times the Gram
determinant of the differences from `e k` is the Gram determinant of the errors. -/
theorem norm_sq_mul_det_differences (e : Fin (m + 1) → E) (k : Fin (m + 1))
    (c : Fin (m + 1) → ℝ) (μ : ℝ) (hc : ∑ i, c i = 1)
    (hμ : ∀ i, inner ℝ (e i) (∑ j, c j • e j) = μ) :
    ‖∑ j, c j • e j‖ ^ 2 * (gram ℝ fun i : Fin m => e (k.succAbove i) - e k).det =
      (gram ℝ e).det := by
  -- the multiplier is the squared norm of the extrapolated error
  have hr : ∀ w : E, (∀ i, inner ℝ (e i) w = μ) → inner ℝ (∑ i, c i • e i) w = μ := by
    intro w hw
    simp only [sum_inner, real_inner_smul_left, hw]
    rw [← Finset.sum_mul, hc, one_mul]
  have hnorm : ‖∑ j, c j • e j‖ ^ 2 = μ := by
    rw [← real_inner_self_eq_norm_sq]
    exact hr _ hμ
  have hrow : ∀ i, ∑ j, inner ℝ (e i) (e j) * c j = μ := by
    intro i
    rw [← hμ i, inner_sum]
    refine Finset.sum_congr rfl fun j _ => ?_
    rw [real_inner_smul_right, mul_comm]
  -- putting the solution in the last column clears the border above the corner
  have hprod : pulayMatrix (gram ℝ e) *
      fromBlocks 1 (of fun i (_ : Unit) => c i) 0 (of fun _ _ => -μ) =
      fromBlocks (gram ℝ e) 0 (of fun _ _ => 1) (of fun _ _ => 1) := by
    rw [pulayMatrix, fromBlocks_multiply]
    ext (i | i) (j | j)
    · simp
    · simp [Matrix.mul_apply, gram_apply, hrow]
    · simp
    · simp [Matrix.mul_apply, hc]
  have hdet := congrArg Matrix.det hprod
  rw [det_mul, det_fromBlocks_zero₂₁, det_fromBlocks_zero₁₂, det_pulayMatrix_gram e k] at hdet
  simp only [det_one, det_unique, of_apply, one_mul, mul_one] at hdet
  rw [hnorm]
  linear_combination hdet

end PulayBorderedDeterminant
```

```lean
#print axioms PulayBorderedDeterminant.det_pulayMatrix_gram
#print axioms PulayBorderedDeterminant.det_pulayMatrix_gram_nonpos
#print axioms PulayBorderedDeterminant.det_pulayMatrix_gram_two
#print axioms PulayBorderedDeterminant.norm_sq_mul_det_differences
```

```
'PulayBorderedDeterminant.det_pulayMatrix_gram' depends on axioms: [propext, Classical.choice, Quot.sound]
'PulayBorderedDeterminant.det_pulayMatrix_gram_nonpos' depends on axioms: [propext, Classical.choice, Quot.sound]
'PulayBorderedDeterminant.det_pulayMatrix_gram_two' depends on axioms: [propext, Classical.choice, Quot.sound]
'PulayBorderedDeterminant.norm_sq_mul_det_differences' depends on axioms: [propext, Classical.choice, Quot.sound]
```
